# The SU(2) winding density is minus an oriented volume in ℝ⁴, divided by 2π²

Let \(q\) be a unit quaternion and let \(a,b,c\) be quaternions orthogonal to \(q\) in \(\mathbb R^4\). Then

\[
\operatorname{Re}\big[(\bar q a)(\bar q b)(\bar q c)\big]=-\det[q,a,b,c],
\]

where the determinant is that of the real matrix with the four quaternions as columns. When \(a,b,c\) are the partial derivatives of a field of unit quaternions, the left side is half the trace of a product of three SU(2) currents \(U^\dagger\partial U\), where \(U\) is the SU(2) matrix that represents \(q\). The antisymmetrised trace gives the winding density of the title. The minus sign holds for columns written in the quaternion components, in the order \(1,i,j,k\); an odd reordering of the coordinates reverses it.

For two occupied bands of a non-interacting three-dimensional insulator, the integral of this density over the Brillouin zone is the winding number of an SU(2) gauge transformation, which shifts the Chern–Simons magnetoelectric angle by a multiple of \(2\pi\).

```lean
import Mathlib

open Matrix
open scoped Quaternion

namespace SU2WindingVolume

noncomputable section
```

## Quaternions as columns and as SU(2) matrices

Write \(q=q_0+q_1 i+q_2 j+q_3 k\). In Lean the components are `q.re`, `q.imI`, `q.imJ` and `q.imK`, and `ℍ[ℝ]` carries the Euclidean inner product. The matrix \([q,a,b,c]\) is `frame q a b c`, and its determinant is the oriented volume spanned by the columns.

```lean
/-- The real 4 by 4 matrix whose columns are the quaternions `q, a, b, c`. -/
def frame (q a b c : ℍ[ℝ]) : Matrix (Fin 4) (Fin 4) ℝ :=
  !![q.re, a.re, b.re, c.re;
     q.imI, a.imI, b.imI, c.imI;
     q.imJ, a.imJ, b.imJ, c.imJ;
     q.imK, a.imK, b.imK, c.imK]
```

The map \(p\mapsto up\) is linear on \(\mathbb R^4\). The columns of its matrix \(L_u\) are \(u,\,ui,\,uj,\,uk\).

```lean
/-- Left multiplication by the quaternion `u`, as a real matrix on ℝ⁴. -/
def leftMul (u : ℍ[ℝ]) : Matrix (Fin 4) (Fin 4) ℝ :=
  !![u.re, -u.imI, -u.imJ, -u.imK;
     u.imI, u.re, -u.imK, u.imJ;
     u.imJ, u.imK, u.re, -u.imI;
     u.imK, -u.imJ, u.imI, u.re]
```

With \(\alpha=q_0+iq_1\) and \(\beta=q_2+iq_3\), the complex representation is

\[
S(q)=\begin{pmatrix}\alpha&\beta\\-\beta^*&\alpha^*\end{pmatrix}.
\]

This convention sends the quaternion units \(i,j,k\) to the matrices \(i\sigma_z,\,i\sigma_y,\,i\sigma_x\), where the factor \(i\) is the complex unit and the \(\sigma\) are the Pauli matrices. The common parametrisation \(U=n_0+i(n_1\sigma_x+n_2\sigma_y+n_3\sigma_z)\) therefore has \((n_0,n_1,n_2,n_3)=(q_0,q_3,q_2,q_1)\), an odd permutation. With columns written in the components \(n_0,n_1,n_2,n_3\), the determinant changes sign and the winding density is plus the oriented volume divided by \(2\pi^2\).

```lean
/-- The complex 2 by 2 matrix that represents a quaternion. -/
def su2 (q : ℍ[ℝ]) : Matrix (Fin 2) (Fin 2) ℂ :=
  !![⟨q.re, q.imI⟩, ⟨q.imJ, q.imK⟩; ⟨-q.imJ, q.imK⟩, ⟨q.re, -q.imI⟩]
```

The current is defined for any pair of matrices, the second standing for a derivative of the first.

```lean
/-- The current `U† ∂U` of a matrix `U` with derivative `dU`. -/
def current (U dU : Matrix (Fin 2) (Fin 2) ℂ) : Matrix (Fin 2) (Fin 2) ℂ := Uᴴ * dU
```

For currents \(A_1,A_2,A_3\), the winding density is \(\frac{1}{24\pi^2}\sum\epsilon_{lmn}\operatorname{tr}(A_lA_mA_n)\), with its six non-zero terms written out.

```lean
/-- The winding density: the antisymmetrised trace of three currents, over `24 π²`. -/
def windingDensity (U dU₁ dU₂ dU₃ : Matrix (Fin 2) (Fin 2) ℂ) : ℂ :=
  1 / (24 * (Real.pi : ℂ) ^ 2) *
    (trace (current U dU₁ * current U dU₂ * current U dU₃)
      + trace (current U dU₂ * current U dU₃ * current U dU₁)
      + trace (current U dU₃ * current U dU₁ * current U dU₂)
      - trace (current U dU₁ * current U dU₃ * current U dU₂)
      - trace (current U dU₃ * current U dU₂ * current U dU₁)
      - trace (current U dU₂ * current U dU₁ * current U dU₃))
```

## From matrix traces to real parts

The squared norm is \(|q|^2=q_0^2+q_1^2+q_2^2+q_3^2\).

```lean
lemma norm_sq_coord (q : ℍ[ℝ]) :
    ‖q‖ ^ 2 = q.re ^ 2 + q.imI ^ 2 + q.imJ ^ 2 + q.imK ^ 2 := by
  rw [← real_inner_self_eq_norm_sq, Quaternion.inner_def]
  simp
  ring
```

Since \(\bar q q=|q|^2\), a unit quaternion satisfies \(\bar q q=1\).

```lean
lemma star_mul_self_unit {q : ℍ[ℝ]} (hq : ‖q‖ = 1) : star q * q = 1 := by
  rw [Quaternion.star_mul_self, Quaternion.normSq_eq_norm_mul_self, hq]
  simp
```

The first row of \(S(p)S(q)\) is \((\alpha_p\alpha_q-\beta_p\beta_q^*,\ \alpha_p\beta_q+\beta_p\alpha_q^*)\). These are the \(\alpha\) and \(\beta\) of \(pq\), so \(S(pq)=S(p)S(q)\). Lean compares the real and imaginary parts of all four entries.

```lean
lemma su2_mul (p q : ℍ[ℝ]) : su2 (p * q) = su2 p * su2 q := by
  ext i j
  fin_cases i <;> fin_cases j <;> apply Complex.ext <;>
    simp [su2, Matrix.mul_apply, Fin.sum_univ_two] <;> ring
```

Conjugation sends \(\alpha\to\alpha^*\) and \(\beta\to-\beta\), which is the Hermitian adjoint of \(S(q)\).

```lean
lemma su2_star (q : ℍ[ℝ]) : su2 (star q) = (su2 q)ᴴ := by
  ext i j
  fin_cases i <;> fin_cases j <;> apply Complex.ext <;>
    simp [su2, Matrix.conjTranspose_apply]
```

The trace is \(\alpha+\alpha^*=2q_0\).

```lean
lemma su2_trace (q : ℍ[ℝ]) : trace (su2 q) = ((2 * q.re : ℝ) : ℂ) := by
  apply Complex.ext <;> simp [su2, Matrix.trace_fin_two]
  ring
```

Together these give \(S(q)^\dagger S(a)=S(\bar q a)\), and therefore

\[
\operatorname{tr}\big[S(q)^\dagger S(a)\,S(q)^\dagger S(b)\,S(q)^\dagger S(c)\big]
=2\operatorname{Re}\big[(\bar q a)(\bar q b)(\bar q c)\big].
\]

```lean
lemma trace_currents (q a b c : ℍ[ℝ]) :
    trace (current (su2 q) (su2 a) * current (su2 q) (su2 b) * current (su2 q) (su2 c))
      = ((2 * ((star q * a) * (star q * b) * (star q * c)).re : ℝ) : ℂ) := by
  simp only [current, ← su2_star, ← su2_mul, su2_trace]
```

## Moving the frame to the identity

If the first column is \(1=(1,0,0,0)^T\), expansion along it leaves a 3 by 3 determinant of imaginary parts: \(\det[1,a,b,c]=\vec a\cdot(\vec b\times\vec c)\). The real parts of \(a,b,c\) do not enter.

```lean
lemma det_frame_one (a b c : ℍ[ℝ]) :
    (frame 1 a b c).det = a.imI * (b.imJ * c.imK - b.imK * c.imJ)
      + a.imJ * (b.imK * c.imI - b.imI * c.imK)
      + a.imK * (b.imI * c.imJ - b.imJ * c.imI) := by
  rw [Matrix.det_succ_column_zero]
  simp [Fin.sum_univ_four, frame, Matrix.det_fin_three]
  ring
```

For \(|q|=1\), \(S(q)^\dagger S(q)=S(\bar q q)=I\) and \(\det S(q)=|\alpha|^2+|\beta|^2=1\), so \(S(q)\) lies in SU(2).

```lean
/-- A unit quaternion is represented by a matrix in SU(2). -/
theorem su2_mem {q : ℍ[ℝ]} (hq : ‖q‖ = 1) :
    su2 q ∈ Matrix.specialUnitaryGroup (Fin 2) ℂ := by
  rw [Matrix.mem_specialUnitaryGroup_iff]
  constructor
  · rw [Matrix.mem_unitaryGroup_iff', Matrix.star_eq_conjTranspose, ← su2_star, ← su2_mul,
      star_mul_self_unit hq]
    ext i j
    fin_cases i <;> fin_cases j <;> apply Complex.ext <;> simp [su2]
  · have h := norm_sq_coord q
    rw [hq] at h
    rw [Matrix.det_fin_two]
    apply Complex.ext
    · simp [su2]
      linarith
    · simp [su2]
      ring
```

Left multiplication acts on every column, so \([uq,ua,ub,uc]=L_u[q,a,b,c]\). From \(L_u^TL_u=|u|^2I\) it follows that \(\det L_u=\pm|u|^4\). The sign is positive because \(\det L_1=1\) and the non-zero quaternions are connected. Lean reaches the same value by expanding the determinant into \((u_0^2+u_1^2+u_2^2+u_3^2)^2\).

```lean
/-- Left multiplication by `u` scales oriented volume in ℝ⁴ by `‖u‖⁴`. -/
theorem det_frame_mul (u q a b c : ℍ[ℝ]) :
    (frame (u * q) (u * a) (u * b) (u * c)).det = ‖u‖ ^ 4 * (frame q a b c).det := by
  have hmul : frame (u * q) (u * a) (u * b) (u * c) = leftMul u * frame q a b c := by
    ext i j
    fin_cases i <;> fin_cases j <;>
      simp [leftMul, frame, Matrix.mul_apply, Fin.sum_univ_four] <;> ring
  have hdet : (leftMul u).det = ‖u‖ ^ 4 := by
    have h4 : ‖u‖ ^ 4 = (u.re ^ 2 + u.imI ^ 2 + u.imJ ^ 2 + u.imK ^ 2) ^ 2 := by
      rw [← norm_sq_coord]
      ring
    rw [h4, Matrix.det_succ_row_zero]
    simp [Fin.sum_univ_four, Matrix.det_fin_three, leftMul, Fin.succAbove]
    ring
  rw [hmul, Matrix.det_mul, hdet]
```

Taking \(u=\bar q\) with \(|q|=1\) moves the first column to \(1\) and preserves the volume: \(\det[1,\bar qa,\bar qb,\bar qc]=\det[q,a,b,c]\).

```lean
/-- Transporting a frame at the unit quaternion `q` back to the identity keeps its
oriented volume. -/
theorem det_frame_transport {q : ℍ[ℝ]} (hq : ‖q‖ = 1) (a b c : ℍ[ℝ]) :
    (frame 1 (star q * a) (star q * b) (star q * c)).det = (frame q a b c).det := by
  have h := det_frame_mul (star q) q a b c
  rw [star_mul_self_unit hq, Quaternion.norm_star, hq, one_pow, one_mul] at h
  exact h
```

## The triple product of tangent vectors

Multiplying out the real part gives \(\operatorname{Re}(\bar q a)=q_0a_0+q_1a_1+q_2a_2+q_3a_3=q\cdot a\). Orthogonality to \(q\) thus means that \(\bar q a\) is purely imaginary.

```lean
/-- The real part of `q̄ a` is the Euclidean inner product of `q` and `a`. -/
theorem re_star_mul (q a : ℍ[ℝ]) : (star q * a).re = inner ℝ q a := by
  rw [Quaternion.inner_def]
  simp
```

Set \(x=\bar qa\), \(y=\bar qb\), \(z=\bar qc\), all purely imaginary. Then \(xy=-\vec x\cdot\vec y+\vec x\times\vec y\), and

\[
\operatorname{Re}(xyz)=-(\vec x\times\vec y)\cdot\vec z=-\vec x\cdot(\vec y\times\vec z)=-\det[1,x,y,z]=-\det[q,a,b,c].
\]

In the proof, `generalize` introduces \(x,y,z\), and `ring` checks the identity in components.

```lean
/-- For a unit quaternion `q` and `a, b, c` orthogonal to it, the real part of
`(q̄ a)(q̄ b)(q̄ c)` is minus the determinant with columns `q, a, b, c`. -/
theorem re_triple_eq_neg_det {q a b c : ℍ[ℝ]} (hq : ‖q‖ = 1)
    (ha : inner ℝ q a = 0) (hb : inner ℝ q b = 0) (hc : inner ℝ q c = 0) :
    ((star q * a) * (star q * b) * (star q * c)).re = -(frame q a b c).det := by
  rw [← det_frame_transport hq, det_frame_one]
  -- orthogonality makes the three transported vectors purely imaginary
  rw [← re_star_mul] at ha hb hc
  generalize star q * a = x at *
  generalize star q * b = y at *
  generalize star q * c = z at *
  simp only [Quaternion.re_mul, Quaternion.imI_mul, Quaternion.imJ_mul, Quaternion.imK_mul,
    ha, hb, hc]
  ring
```

Both kinds of hypothesis matter. If \(a\) need not be orthogonal to \(q\), take \(q=a=1\) and \(b=c=i\): the real part is \(-1\), but the determinant has two equal columns and vanishes. If \(q\) need not have unit norm, take \(q=2\) and \(a,b,c=i,j,k\): the real part is \(8\operatorname{Re}(ijk)=-8\), while minus the determinant is \(-2\).

## Currents of a unit-quaternion field

Let \(q(x)\) be a field on \(\mathbb R^3\) with \(|q|=1\) everywhere, and let \(d\) be its derivative at \(x\) along \(v\). Differentiating the constant norm gives

\[
0=\frac{d}{dt}\Big|_{t=0}|q(x+tv)|^2=2\,q(x)\cdot d .
\]

Lean obtains this from the uniqueness of the derivative. `HasLineDerivAt` asks only for the derivative along this one direction.

```lean
/-- A partial derivative of a field of unit quaternions is orthogonal to the field. -/
theorem derivative_orthogonal {q : (Fin 3 → ℝ) → ℍ[ℝ]} (hq : ∀ y, ‖q y‖ = 1)
    {x v : Fin 3 → ℝ} {d : ℍ[ℝ]} (h : HasLineDerivAt ℝ q d x v) :
    inner ℝ (q x) d = 0 := by
  have h' : HasDerivAt (fun t : ℝ => q (x + t • v)) d 0 := h
  have h1 := h'.inner ℝ h'
  -- the squared norm is constant along the line
  have h2 : (fun t : ℝ => inner ℝ (q (x + t • v)) (q (x + t • v))) = fun _ => (1 : ℝ) := by
    funext t
    rw [real_inner_self_eq_norm_sq, hq]
    norm_num
  rw [h2] at h1
  have h3 := h1.unique (hasDerivAt_const (0 : ℝ) (1 : ℝ))
  simp only [zero_smul, add_zero] at h3
  have h4 := real_inner_comm (q x) d
  linarith
```

The partial derivatives \(d_0,d_1,d_2\) at \(x\) are therefore orthogonal to \(q(x)\), and the trace of the three currents is \(-2\det[q,d_0,d_1,d_2]\). In the hypothesis `hd`, `Pi.single i 1` is the unit vector along coordinate \(i\). The derivative of the matrix field appears as `su2 (d i)`, which is the right object because \(S\) is real-linear.

```lean
/-- For a field of unit quaternions on ℝ³ with partial derivatives `d 0, d 1, d 2` at `x`,
the trace of the product of the three currents is `-2` times the determinant with columns
`q x, d 0, d 1, d 2`. -/
theorem trace_currents_field {q : (Fin 3 → ℝ) → ℍ[ℝ]} (hq : ∀ y, ‖q y‖ = 1)
    {x : Fin 3 → ℝ} {d : Fin 3 → ℍ[ℝ]}
    (hd : ∀ i, HasLineDerivAt ℝ q (d i) x (Pi.single i 1)) :
    trace (current (su2 (q x)) (su2 (d 0)) * current (su2 (q x)) (su2 (d 1))
        * current (su2 (q x)) (su2 (d 2)))
      = ((-2 * (frame (q x) (d 0) (d 1) (d 2)).det : ℝ) : ℂ) := by
  rw [trace_currents, re_triple_eq_neg_det (hq x) (derivative_orthogonal hq (hd 0))
    (derivative_orthogonal hq (hd 1)) (derivative_orthogonal hq (hd 2))]
  push_cast
  ring
```

## The antisymmetrised density

Let \(|q|=1\) and let \(a,b,c\) be arbitrary. The quaternions \(x=\bar qa\), \(y=\bar qb\), \(z=\bar qc\) may now have real parts. Those of \(y\) and \(z\) drop out of the commutator \(yz-zy=2\,\vec y\times\vec z\). The commutator is purely imaginary, so the real part of \(x\) does not contribute to \(\operatorname{Re}[x(yz-zy)]\) either. Hence

\[
\operatorname{Re}(xyz)-\operatorname{Re}(xzy)=-2\,\vec x\cdot(\vec y\times\vec z)=-2\det[q,a,b,c].
\]

This is `key` in the proof, and it needs no orthogonality. Cyclicity of the trace reduces the six terms to three copies of one difference:

\[
\frac{1}{24\pi^2}\cdot3\cdot2\cdot\big(-2\det[q,a,b,c]\big)=-\frac{\det[q,a,b,c]}{2\pi^2}.
\]

The denominator \(2\pi^2\) is the volume of the unit sphere \(S^3\), so when \(a,b,c\) are the partial derivatives of a field of unit quaternions, the density is minus the signed fraction of the sphere swept out per unit volume of the field's domain, with the orientation set by \(\det[q,a,b,c]\). The theorem is an identity at a single point; integrating it over a Brillouin zone, and showing that the result is an integer, would be a separate argument.

```lean
/-- At a unit quaternion `q`, the winding density for any `a, b, c` is minus the determinant
with columns `q, a, b, c`, divided by `2 π²`. -/
theorem windingDensity_eq_volume {q : ℍ[ℝ]} (hq : ‖q‖ = 1) (a b c : ℍ[ℝ]) :
    windingDensity (su2 q) (su2 a) (su2 b) (su2 c)
      = ((-(frame q a b c).det / (2 * Real.pi ^ 2) : ℝ) : ℂ) := by
  -- exchanging two currents isolates the scalar triple product
  have key : ((star q * a) * (star q * b) * (star q * c)).re
      = ((star q * a) * (star q * c) * (star q * b)).re - 2 * (frame q a b c).det := by
    rw [← det_frame_transport hq, det_frame_one]
    generalize star q * a = x
    generalize star q * b = y
    generalize star q * c = z
    simp only [Quaternion.re_mul, Quaternion.imI_mul, Quaternion.imJ_mul, Quaternion.imK_mul]
    ring
  unfold windingDensity
  -- cyclicity of the trace leaves two distinct traces
  rw [Matrix.trace_mul_cycle (current (su2 q) (su2 c)) (current (su2 q) (su2 a)),
    Matrix.trace_mul_cycle (current (su2 q) (su2 b)) (current (su2 q) (su2 c)),
    Matrix.trace_mul_cycle (current (su2 q) (su2 b)) (current (su2 q) (su2 a)),
    Matrix.trace_mul_cycle (current (su2 q) (su2 c)) (current (su2 q) (su2 b)),
    trace_currents q a b c, trace_currents q a c b, key]
  push_cast
  ring

end

end SU2WindingVolume
```

```lean
#print axioms SU2WindingVolume.su2_mem
#print axioms SU2WindingVolume.trace_currents_field
#print axioms SU2WindingVolume.windingDensity_eq_volume
```

```
'SU2WindingVolume.su2_mem' depends on axioms: [propext, Classical.choice, Quot.sound]
'SU2WindingVolume.trace_currents_field' depends on axioms: [propext, Classical.choice, Quot.sound]
'SU2WindingVolume.windingDensity_eq_volume' depends on axioms: [propext, Classical.choice, Quot.sound]
```
